# In the half-filled Hubbard dimer with t, U > 0 and a spin-restricted reference, Hartree-Fock response overestimates the static charge polarizability and direct-ring response crosses the exact value once

A GW calculation on the Hubbard dimer needs the screened repulsion W. In the static limit its on-site element is

W = U − U²χ/4,

where U is the bare on-site repulsion and χ the response of the charge difference n₁ − n₂ to a field that couples to it. Too large a χ therefore screens too much. Take this two-site model with hopping t > 0 and U > 0, and a spin-restricted mean-field reference. Hartree-Fock response then always does so. Direct-ring response, the usual choice for W, does so only above one value of U/t. The theorems below concern χ; W serves as interpretation.

## Ground states, response and the three polarizabilities

In Lean 4 with Mathlib:

```lean
import Mathlib

open Matrix

namespace HubbardDimerPolarizability

noncomputable section
```

`IsGround` says that ψ is a nonzero eigenvector whose energy E is a lower bound for the energy of every real state.

```lean
/-- `E` is the lowest energy of the real Hamiltonian `H`, and `ψ` is a nonzero state with that
energy. -/
def IsGround {n : Type} [Fintype n] (H : Matrix n n ℝ) (E : ℝ) (ψ : n → ℝ) : Prop :=
  ψ ≠ 0 ∧ H *ᵥ ψ = E • ψ ∧ ∀ x : n → ℝ, E * (x ⬝ᵥ x) ≤ x ⬝ᵥ (H *ᵥ x)
```

`Responds` takes the first-order equations as the definition of response. With perturbation −v f D, where v is a small applied field and f a factor that scales it, they are

(H − E)φ = f Dψ,  p ψ·ψ = 2 φ·Dψ.

Dividing by ψ·ψ makes p independent of normalisation. In the cases below ψ·Dψ = 0 by site symmetry, so the energy has no first-order change, ψ becomes ψ + vφ and the mean value of D becomes vp to first order.

```lean
/-- Some ground state `ψ` of `H`, with energy `E`, and some `φ` satisfy the first-order equation
`(H - E)φ = f Dψ`, and `p` is `2 φ·Dψ` divided by `ψ·ψ`. -/
def Responds {n : Type} [Fintype n] (H D : Matrix n n ℝ) (f p : ℝ) : Prop :=
  ∃ (E : ℝ) (ψ φ : n → ℝ), IsGround H E ψ ∧ H *ᵥ φ - E • φ = f • (D *ᵥ ψ) ∧
    p * (ψ ⬝ᵥ ψ) = 2 * (φ ⬝ᵥ (D *ᵥ ψ))
```

Amplitudes x₀, x₁, x₂, x₃ belong to the configurations 11, 12, 21, 22 (site of the up electron, then of the down electron).

```lean
/-- The Hubbard dimer with one up and one down electron, in the basis
(site of up, site of down) = 11, 12, 21, 22. -/
def dimer (t U : ℝ) : Matrix (Fin 4) (Fin 4) ℝ :=
  !![U, -t, -t, 0; -t, 0, 0, -t; -t, 0, 0, -t; 0, -t, -t, U]

/-- The charge difference `n₁ - n₂` in the same two-electron basis. -/
def charge : Matrix (Fin 4) (Fin 4) ℝ :=
  !![2, 0, 0, 0; 0, 0, 0, 0; 0, 0, 0, 0; 0, 0, 0, -2]
```

In mean field, each spin has one electron in the site-symmetric, spin-restricted reference. For U > 2t a spin-polarised Hartree-Fock solution lies lower in energy; its response is not treated here.

```lean
/-- The mean-field Hamiltonian of one electron on two sites, up to a uniform energy shift. -/
def orbital (t : ℝ) : Matrix (Fin 2) (Fin 2) ℝ := !![0, -t; -t, 0]

/-- The site difference `n₁ - n₂` of one electron. -/
def siteDiff : Matrix (Fin 2) (Fin 2) ℝ := !![1, 0; 0, -1]
```

The exact case has f = 1. In mean field each spin carries χ/2, so its density changes by ±χ/4 on the two sites. Hartree-Fock feeds back the opposite spin only, and direct ring feeds back both. These feedback factors are postulated in the definitions, not derived from a self-consistent calculation.

```lean
/-- `χ` is the exact static charge-difference polarizability of the half-filled dimer. -/
def IsExact (t U χ : ℝ) : Prop := Responds (dimer t U) charge 1 χ

/-- `χ` is the spin-restricted Hartree-Fock response: each spin carries `χ/2` and feels the applied
field reduced by the repulsion `U` from the induced density `χ/4` of the opposite spin. -/
def IsHartreeFock (t U χ : ℝ) : Prop :=
  Responds (orbital t) siteDiff (1 - U * χ / 4) (χ / 2)

/-- `χ` is the spin-restricted direct-ring response: each spin carries `χ/2` and feels the applied
field reduced by the repulsion `U` from the induced density `χ/2` of both spins. -/
def IsRing (t U χ : ℝ) : Prop :=
  Responds (orbital t) siteDiff (1 - U * χ / 2) (χ / 2)

/-- The root `c = √(U² + 16t²)`. -/
def root (t U : ℝ) : ℝ := √(U ^ 2 + 16 * t ^ 2)
```

## (a) Bounds on the square root

Write c for `root t U`. Show that

c² = U² + 16t²,  c > 4t,  c > U.

**Solution.** The radicand is positive and exceeds both (4t)² and U².

```lean
/-- For `t, U > 0` the root `c` satisfies `c² = U² + 16t²` and exceeds both `4t` and `U`. -/
theorem root_spec {t U : ℝ} (ht : 0 < t) (hU : 0 < U) :
    root t U ^ 2 = U ^ 2 + 16 * t ^ 2 ∧ 4 * t < root t U ∧ U < root t U := by
  have h1 : 0 < U ^ 2 := by positivity
  have h2 : 0 < t ^ 2 := by positivity
  exact ⟨Real.sq_sqrt (by positivity), Real.lt_sqrt_of_sq_lt (by nlinarith),
    Real.lt_sqrt_of_sq_lt (by nlinarith)⟩
```

## (b) The matrices acting on amplitudes

Show that, for H = `dimer t U` and D = `charge`,

Hx = (Ux₀ − t(x₁+x₂), −t(x₀+x₃), −t(x₀+x₃), Ux₃ − t(x₁+x₂)),
Dx = (2x₀, 0, 0, −2x₃).

**Solution.** Multiply out row by row, as the proof does.

```lean
/-- The action of the dimer Hamiltonian and of the charge difference on amplitudes. -/
theorem dimer_action (t U : ℝ) (x : Fin 4 → ℝ) :
    dimer t U *ᵥ x = ![U * x 0 - t * (x 1 + x 2), -t * (x 0 + x 3), -t * (x 0 + x 3),
      U * x 3 - t * (x 1 + x 2)] ∧ charge *ᵥ x = ![2 * x 0, 0, 0, -2 * x 3] := by
  constructor <;> ext i <;> fin_cases i <;>
    simp [dimer, charge, Matrix.mulVec, dotProduct, Fin.sum_univ_four] <;> ring
```

## (c) The exact polarizability

Show that `IsExact t U χ` holds exactly when

χ = 8(c − U)/(c(c + U)).

**Solution.** The trial state (2t, U, U, 2t) has x·Hx = −8t²U, so E < 0. The middle rows then give ψ₁ = ψ₂, and the outer rows give (U − E)(ψ₃ − ψ₀) = 0, so ψ₃ = ψ₀. What remains is

(U − E)ψ₀ = 2tψ₁,  −2tψ₀ = Eψ₁.

Here ψ₀ ≠ 0, since otherwise ψ = 0. Eliminating ψ₁ gives E(E − U) = 4t², so (U − 2E)² = c² and c = U − 2E. Also −Eψ₁² = (U − E)ψ₀², hence

ψ·ψ = 2ψ₀² + 2ψ₁² = 2cψ₀²/(−E).

Subtracting the outer response rows gives (U − E)(φ₀ − φ₃) = 4ψ₀. Therefore

χ ψ·ψ = 4ψ₀(φ₀ − φ₃) = 16ψ₀²/(U − E),
χ = −8E/(c(U − E)).

Insert −E = (c − U)/2 and U − E = (c + U)/2.

Conversely, take ψ = (4t, U+c, U+c, 4t) and φ = (y, 0, 0, −y) with y = 16t/(U+c); dividing both by 2√(c(c+U)) normalises ψ. Substitution verifies the equations. With s = (U+c)/2, ψ is a ground state because

s x·(H − E)x = ½[s(x₀+x₃) − 2t(x₁+x₂)]² + ½s²(x₀−x₃)² + 2t²(x₁−x₂)² ≥ 0.

In the code, `linear_combination` performs the eliminations and `nlinarith` receives these squares.

```lean
/-- For `t, U > 0` the exact polarizability is `8(c - U)/(c(c + U))`. -/
theorem exact_iff {t U χ : ℝ} (ht : 0 < t) (hU : 0 < U) :
    IsExact t U χ ↔ χ = 8 * (root t U - U) / (root t U * (root t U + U)) := by
  constructor
  · rintro ⟨E, ψ, φ, ⟨hne, hH, hmin⟩, hφ, hp⟩
    have hm := hmin ![2 * t, U, U, 2 * t]
    rw [(dimer_action t U _).1] at hH hφ hm
    rw [(dimer_action t U _).2] at hφ hp
    simp only [dotProduct, Fin.sum_univ_four] at hp hm
    have h0 : U * ψ 0 - t * (ψ 1 + ψ 2) = E * ψ 0 := congrFun hH 0
    have h1 : -t * (ψ 0 + ψ 3) = E * ψ 1 := congrFun hH 1
    have h2 : -t * (ψ 0 + ψ 3) = E * ψ 2 := congrFun hH 2
    have h3 : U * ψ 3 - t * (ψ 1 + ψ 2) = E * ψ 3 := congrFun hH 3
    have k0 : U * φ 0 - t * (φ 1 + φ 2) - E * φ 0 = 1 * (2 * ψ 0) := congrFun hφ 0
    have k3 : U * φ 3 - t * (φ 1 + φ 2) - E * φ 3 = 1 * (-2 * ψ 3) := congrFun hφ 3
    have hp' : χ * (ψ 0 * ψ 0 + ψ 1 * ψ 1 + ψ 2 * ψ 2 + ψ 3 * ψ 3) =
      2 * (φ 0 * (2 * ψ 0) + φ 1 * 0 + φ 2 * 0 + φ 3 * (-2 * ψ 3)) := hp
    have hm' : E * (2 * t * (2 * t) + U * U + U * U + 2 * t * (2 * t)) ≤
      2 * t * (U * (2 * t) - t * (U + U)) + U * (-t * (2 * t + 2 * t)) +
        U * (-t * (2 * t + 2 * t)) + 2 * t * (U * (2 * t) - t * (U + U)) := hm
    -- a trial state shows that the ground energy is negative
    have hE : E < 0 := by
      by_contra h
      have a : 0 ≤ E * (2 * t * (2 * t) + U * U + U * U + 2 * t * (2 * t)) :=
        mul_nonneg (not_lt.1 h) (by positivity)
      have b : 0 < U * t ^ 2 := by positivity
      nlinarith
    -- hence the ground state is even under exchange of the sites
    have e12 : ψ 1 = ψ 2 := mul_left_cancel₀ hE.ne (h1.symm.trans h2)
    have e03 : ψ 3 = ψ 0 := mul_left_cancel₀ (show U - E ≠ 0 by linarith)
      (by linear_combination h3 - h0)
    rw [← e12] at h0
    rw [e03] at h1
    rw [e03, ← e12] at hp'
    have hz : ψ 0 ≠ 0 := by
      intro hz
      have h1z : ψ 1 = 0 := by
        have h : E * ψ 1 = 0 := by rw [← h1, hz]; ring
        exact (mul_eq_zero.1 h).resolve_left hE.ne
      apply hne
      ext i
      fin_cases i
      exacts [hz, h1z, e12.symm.trans h1z, e03.trans hz]
    have q : E * (E - U) = 4 * t ^ 2 :=
      mul_left_cancel₀ hz (by linear_combination -E * h0 + 2 * t * h1)
    have hc : root t U = U - 2 * E := by
      rw [root, show U ^ 2 + 16 * t ^ 2 = (U - 2 * E) ^ 2 by linear_combination -4 * q]
      exact Real.sqrt_sq (by linarith)
    have hs : -E * ψ 1 ^ 2 = (U - E) * ψ 0 ^ 2 := by
      linear_combination ψ 1 * h1 - ψ 0 * h0
    have k : (U - E) * (φ 0 - φ 3) = 4 * ψ 0 := by linear_combination k0 - k3 + 2 * e03
    have fin : χ * ((U - 2 * E) * (U - E)) = -8 * E :=
      mul_left_cancel₀ (pow_ne_zero 2 hz) (by
        linear_combination (-E * (U - E) / 2) * hp' - (U - E) * χ * hs - 2 * E * ψ 0 * k)
    rw [hc, eq_div_iff (mul_pos (by linarith) (by linarith)).ne']
    linear_combination 2 * fin
  · rintro rfl
    obtain ⟨hc, -, hcU⟩ := root_spec ht hU
    generalize root t U = c at hc hcU ⊢
    have hs : 0 < U + c := by linarith
    have hD : c * (c + U) ≠ 0 := (mul_pos (by linarith) (by linarith)).ne'
    obtain ⟨y, hy⟩ : ∃ y, y * (U + c) = 16 * t := ⟨16 * t / (U + c), div_mul_cancel₀ _ hs.ne'⟩
    refine ⟨(U - c) / 2, ![4 * t, U + c, U + c, 4 * t], ![y, 0, 0, -y],
      ⟨?_, ?_, ?_⟩, ?_, ?_⟩
    · intro h
      have h4 : 4 * t = 0 := congrFun h 0
      linarith
    · rw [(dimer_action t U _).1]
      ext i
      fin_cases i
      · show U * (4 * t) - t * ((U + c) + (U + c)) = (U - c) / 2 * (4 * t)
        ring
      · show -t * (4 * t + 4 * t) = (U - c) / 2 * (U + c)
        linear_combination hc / 2
      · show -t * (4 * t + 4 * t) = (U - c) / 2 * (U + c)
        linear_combination hc / 2
      · show U * (4 * t) - t * ((U + c) + (U + c)) = (U - c) / 2 * (4 * t)
        ring
    · -- the energy above the ground level is a sum of squares
      intro x
      rw [(dimer_action t U _).1]
      simp only [dotProduct, Fin.sum_univ_four]
      show (U - c) / 2 * (x 0 * x 0 + x 1 * x 1 + x 2 * x 2 + x 3 * x 3) ≤
        x 0 * (U * x 0 - t * (x 1 + x 2)) + x 1 * (-t * (x 0 + x 3)) +
          x 2 * (-t * (x 0 + x 3)) + x 3 * (U * x 3 - t * (x 1 + x 2))
      have e : (c ^ 2 - U ^ 2 - 16 * t ^ 2) * (x 1 ^ 2 + x 2 ^ 2) = 0 := by rw [hc]; ring
      refine le_of_mul_le_mul_left ?_ (half_pos hs)
      nlinarith [sq_nonneg ((U + c) / 2 * (x 0 + x 3) - 2 * t * (x 1 + x 2)),
        sq_nonneg ((U + c) / 2 * (x 0 - x 3)), sq_nonneg (t * (x 1 - x 2)), e]
    · rw [(dimer_action t U _).1, (dimer_action t U _).2]
      ext i
      fin_cases i
      · show U * y - t * (0 + 0) - (U - c) / 2 * y = 1 * (2 * (4 * t))
        linear_combination hy / 2
      · show -t * (y + -y) - (U - c) / 2 * 0 = 1 * 0
        ring
      · show -t * (y + -y) - (U - c) / 2 * 0 = 1 * 0
        ring
      · show U * (-y) - t * (0 + 0) - (U - c) / 2 * (-y) = 1 * (-2 * (4 * t))
        linear_combination -hy / 2
    · rw [(dimer_action t U _).2]
      simp only [dotProduct, Fin.sum_univ_four]
      show 8 * (c - U) / (c * (c + U)) *
        (4 * t * (4 * t) + (U + c) * (U + c) + (U + c) * (U + c) + 4 * t * (4 * t)) =
        2 * (y * (2 * (4 * t)) + 0 * 0 + 0 * 0 + -y * (-2 * (4 * t)))
      have hy2 : t * y = c - U :=
        mul_right_cancel₀ hs.ne' (by linear_combination t * hy - hc)
      rw [show 4 * t * (4 * t) + (U + c) * (U + c) + (U + c) * (U + c) + 4 * t * (4 * t) =
        4 * (c * (c + U)) by linear_combination -2 * hc, div_mul_eq_mul_div, div_eq_iff hD]
      linear_combination -32 * (c * (c + U)) * hy2
```

## (d) One electron in the bonding orbital

Show that the orbital response to field strength f is

p = f/t.

**Solution.** The trial state (1, 1) gives E ≤ −t. Subtracting the eigenvalue rows gives (t − E)(ψ₁ − ψ₀) = 0, so ψ₁ = ψ₀ and E = −t. The first response row becomes t(φ₀ − φ₁) = fψ₀, and 2pψ₀² = 2ψ₀(φ₀ − φ₁) gives p.

Conversely, ψ = (1, 1)/√2 and φ = (f/(2t))(1, −1)/√2 work; the code omits 1/√2. The ground-state bound is x·(H + t)x = t(x₀ − x₁)² ≥ 0.

```lean
/-- For `t > 0` an electron in the bonding orbital responds to a field of strength `f` with the
site difference `f/t`. -/
theorem orbital_iff {t f p : ℝ} (ht : 0 < t) :
    Responds (orbital t) siteDiff f p ↔ p = f / t := by
  have ho (x : Fin 2 → ℝ) : orbital t *ᵥ x = ![-t * x 1, -t * x 0] := by
    ext i; fin_cases i <;> simp [orbital, Matrix.mulVec, dotProduct, Fin.sum_univ_two]
  have hd (x : Fin 2 → ℝ) : siteDiff *ᵥ x = ![x 0, -x 1] := by
    ext i; fin_cases i <;> simp [siteDiff, Matrix.mulVec, dotProduct, Fin.sum_univ_two]
  constructor
  · rintro ⟨E, ψ, φ, ⟨hne, hH, hmin⟩, hφ, hp⟩
    have hm := hmin ![1, 1]
    rw [ho] at hH hφ hm
    rw [hd] at hφ hp
    simp only [dotProduct, Fin.sum_univ_two] at hp hm
    have h0 : -t * ψ 1 = E * ψ 0 := congrFun hH 0
    have h1 : -t * ψ 0 = E * ψ 1 := congrFun hH 1
    have k0 : -t * φ 1 - E * φ 0 = f * ψ 0 := congrFun hφ 0
    have hp' : p * (ψ 0 * ψ 0 + ψ 1 * ψ 1) = 2 * (φ 0 * ψ 0 + φ 1 * -ψ 1) := hp
    have hm' : E * ((1 : ℝ) * 1 + 1 * 1) ≤ 1 * (-t * 1) + 1 * (-t * 1) := by
      simpa using hm
    have e : ψ 1 = ψ 0 := mul_left_cancel₀ (show t - E ≠ 0 by linarith)
      (by linear_combination h1 - h0)
    have hz : ψ 0 ≠ 0 := by
      intro hz
      apply hne
      ext i
      fin_cases i
      exacts [hz, e.trans hz]
    rw [e] at h0 hp'
    have hE : E = -t := mul_right_cancel₀ hz h0.symm
    rw [hE] at k0
    rw [eq_div_iff ht.ne']
    exact mul_left_cancel₀ (mul_ne_zero hz hz)
      (by linear_combination (t / 2) * hp' + ψ 0 * k0)
  · rintro rfl
    obtain ⟨y, hy⟩ : ∃ y, y * (2 * t) = f :=
      ⟨f / (2 * t), div_mul_cancel₀ _ (by positivity)⟩
    refine ⟨-t, ![1, 1], ![y, -y], ⟨?_, ?_, ?_⟩, ?_, ?_⟩
    · intro h
      have h1 : (1 : ℝ) = 0 := congrFun h 0
      exact one_ne_zero h1
    · rw [ho]
      ext i
      fin_cases i <;> rfl
    · intro x
      rw [ho]
      simp only [dotProduct, Fin.sum_univ_two]
      show -t * (x 0 * x 0 + x 1 * x 1) ≤ x 0 * (-t * x 1) + x 1 * (-t * x 0)
      nlinarith [mul_nonneg ht.le (sq_nonneg (x 0 - x 1))]
    · rw [ho, hd]
      ext i
      fin_cases i
      · show -t * -y - -t * y = f * 1
        linear_combination hy
      · show -t * y - -t * -y = f * -1
        linear_combination -hy
    · rw [hd]
      simp only [dotProduct, Fin.sum_univ_two]
      show f / t * (1 * 1 + 1 * 1) = 2 * (y * 1 + -y * -1)
      have h : f / t = 2 * y := by rw [div_eq_iff ht.ne']; linarith
      rw [h]
      ring
```

## (e) The two mean-field polarizabilities

Show that the Hartree-Fock and direct-ring values are

χHF = 4/(2t + U),  χR = 2/(t + U).

**Solution.** Insert the two feedback factors into (d):

χHF/2 = (1 − UχHF/4)/t,  χR/2 = (1 − UχR/2)/t.

Both are linear and solve at once. In the static limit of a GW calculation from this reference, the orbitals supply χ₀ = 2/t, the ring step forms χR = χ₀/(1 + Uχ₀/2), and χR enters W.

```lean
/-- For `t, U > 0` and a spin-restricted reference, the Hartree-Fock response is `4/(2t + U)` and
the direct-ring response is `2/(t + U)`. -/
theorem meanField_iff {t U χ : ℝ} (ht : 0 < t) (hU : 0 < U) :
    (IsHartreeFock t U χ ↔ χ = 4 / (2 * t + U)) ∧ (IsRing t U χ ↔ χ = 2 / (t + U)) := by
  have h1 : 2 * t + U ≠ 0 := by positivity
  have h2 : t + U ≠ 0 := by positivity
  rw [IsHartreeFock, IsRing, orbital_iff ht, orbital_iff ht, eq_div_iff ht.ne',
    eq_div_iff ht.ne', eq_div_iff h1, eq_div_iff h2]
  refine ⟨⟨fun h => ?_, fun h => ?_⟩, ⟨fun h => ?_, fun h => ?_⟩⟩
  · linear_combination 4 * h
  · linear_combination h / 4
  · linear_combination 2 * h
  · linear_combination h / 2
```

## (f) Exact against Hartree-Fock

Show that

χ < χHF.

**Solution.** Cross-multiplying and using (a) reduces the claim to

c(c + U) − 2(c − U)(2t + U) = (c − 4t)(c − U) + 2U² > 0.

`nlinarith` gets the two positive products. The condition U > 0 cannot be relaxed to U ≥ 0: at U = 0 all three polarizabilities equal 2/t.

```lean
/-- For `t, U > 0` the exact polarizability is strictly below the spin-restricted Hartree-Fock
response. -/
theorem exact_lt_hartreeFock {t U χ χHF : ℝ} (ht : 0 < t) (hU : 0 < U)
    (hx : IsExact t U χ) (hh : IsHartreeFock t U χHF) : χ < χHF := by
  rw [(exact_iff ht hU).1 hx, (meanField_iff ht hU).1.1 hh]
  obtain ⟨hc, h4, hcU⟩ := root_spec ht hU
  generalize root t U = c at hc h4 hcU ⊢
  rw [div_lt_div_iff₀ (mul_pos (by linarith) (by linarith)) (by positivity)]
  nlinarith [mul_pos (sub_pos.2 h4) (sub_pos.2 hcU), mul_pos hU hU]
```

## (g) Exact minus direct ring

Show that, for some k > 0,

χ − χR = k(16t³ − t²U − tU² − U³).

**Solution.** Put A = c(4t + 3U) and B = 5U² + 4tU + 16t². Over a common denominator,

χ − χR = 2(A − B)/(c(c + U)(t + U)).

Multiply above and below by A + B > 0. Since

A² − B² = 16U(16t³ − t²U − tU² − U³),

k = 32U/(c(c + U)(t + U)(A + B)). The identity is `hAB` in the code.

```lean
/-- For `t, U > 0` the exact polarizability minus the spin-restricted direct-ring response is a
positive multiple of `16t³ - t²U - tU² - U³`. -/
theorem exact_sub_ring {t U χ χR : ℝ} (ht : 0 < t) (hU : 0 < U)
    (hx : IsExact t U χ) (hr : IsRing t U χR) :
    ∃ k > 0, χ - χR = k * (16 * t ^ 3 - t ^ 2 * U - t * U ^ 2 - U ^ 3) := by
  rw [(exact_iff ht hU).1 hx, (meanField_iff ht hU).2.1 hr]
  obtain ⟨hc, -, hcU⟩ := root_spec ht hU
  generalize root t U = c at hc hcU ⊢
  have c0 : 0 < c := hU.trans hcU
  have hD : 0 < c * (c + U) := by positivity
  have hT : 0 < t + U := by positivity
  have hS : 0 < c * (4 * t + 3 * U) + (5 * U ^ 2 + 4 * U * t + 16 * t ^ 2) := by positivity
  -- removing the square root leaves a cubic
  have hAB : (c * (4 * t + 3 * U) - (5 * U ^ 2 + 4 * U * t + 16 * t ^ 2)) *
      (c * (4 * t + 3 * U) + (5 * U ^ 2 + 4 * U * t + 16 * t ^ 2)) =
      16 * U * (16 * t ^ 3 - t ^ 2 * U - t * U ^ 2 - U ^ 3) := by
    linear_combination (4 * t + 3 * U) ^ 2 * hc
  refine ⟨32 * U / (c * (c + U) * (t + U) *
    (c * (4 * t + 3 * U) + (5 * U ^ 2 + 4 * U * t + 16 * t ^ 2))), by positivity, ?_⟩
  rw [div_sub_div _ _ hD.ne' hT.ne', div_mul_eq_mul_div,
    div_eq_div_iff (mul_pos hD hT).ne' (mul_pos (mul_pos hD hT) hS).ne']
  linear_combination 2 * (c * (c + U)) * (t + U) * hAB - 2 * (c * (c + U)) * (t + U) *
    (c * (4 * t + 3 * U) + (5 * U ^ 2 + 4 * U * t + 16 * t ^ 2)) * hc
```

## (h) The crossing point

Find one number u, independent of t and U, with

u³ + u² + u = 16,  2.11 < u < 2.12,

such that χ is above, equal to or below χR according as U < ut, U = ut or U > ut.

**Solution.** The left side is below 16 at 2.11 and above it at 2.12, so the intermediate value theorem gives u. Replacing 16 in (g) by u³ + u² + u factors the cubic:

(ut − U)[t² + t(ut + U) + (ut)² + utU + U²].

The bracket is positive, so χ − χR has the sign of ut − U. Since u > 2, direct-ring response exceeds the exact value only where a spin-polarised Hartree-Fock solution already lies below the restricted reference. The theorem joins the comparison to (f).

```lean
/-- With both mean-field responses taken from the spin-restricted reference, there is a number `u`
between 2.11 and 2.12, a root of `u³ + u² + u = 16`, such that for all `t, U > 0` the exact
polarizability is below the Hartree-Fock response, and is above, equal to or below the direct-ring
response according as `U < ut`, `U = ut` or `U > ut`. -/
theorem polarizability_comparison :
    ∃ u : ℝ, 2.11 < u ∧ u < 2.12 ∧ u ^ 3 + u ^ 2 + u = 16 ∧
      ∀ t U χ χHF χR : ℝ, 0 < t → 0 < U →
        IsExact t U χ → IsHartreeFock t U χHF → IsRing t U χR →
        χ < χHF ∧ (χR < χ ↔ U < u * t) ∧ (χ = χR ↔ U = u * t) ∧ (χ < χR ↔ u * t < U) := by
  have hcont : ContinuousOn (fun u : ℝ => u ^ 3 + u ^ 2 + u) (Set.Icc 2.11 2.12) := by
    fun_prop
  obtain ⟨u, ⟨hu1, hu2⟩, hu⟩ := intermediate_value_Ioo (by norm_num) hcont
    (show (16 : ℝ) ∈ Set.Ioo _ _ from ⟨by norm_num, by norm_num⟩)
  have hu' : u ^ 3 + u ^ 2 + u = 16 := hu
  refine ⟨u, hu1, hu2, hu', fun t U χ χHF χR ht hU hx hh hr => ?_⟩
  have u0 : 0 < u := lt_trans (by norm_num) hu1
  obtain ⟨k, hk, h⟩ := exact_sub_ring ht hU hx hr
  -- the cubic is `ut - U` times a positive factor
  obtain ⟨m, hm, hd⟩ : ∃ m > 0, χ - χR = m * (u * t - U) := by
    refine ⟨k * (t ^ 2 + t * (u * t + U) + (u * t) ^ 2 + u * t * U + U ^ 2),
      by positivity, ?_⟩
    rw [h]
    linear_combination -k * t ^ 3 * hu'
  refine ⟨exact_lt_hartreeFock ht hU hx hh, ⟨fun e => ?_, fun e => ?_⟩,
    ⟨fun e => ?_, fun e => ?_⟩, ⟨fun e => ?_, fun e => ?_⟩⟩
  · by_contra hn
    nlinarith [mul_nonneg hm.le (sub_nonneg.2 (not_lt.1 hn))]
  · nlinarith [mul_pos hm (sub_pos.2 e)]
  · have hz : m * (u * t - U) = 0 := by rw [← hd, e, sub_self]
    linarith [(mul_eq_zero.1 hz).resolve_left hm.ne']
  · rw [← e, sub_self, mul_zero] at hd
    linarith
  · by_contra hn
    nlinarith [mul_nonneg hm.le (sub_nonneg.2 (not_lt.1 hn))]
  · nlinarith [mul_pos hm (sub_pos.2 e)]

end

end HubbardDimerPolarizability
```

```lean
#print axioms HubbardDimerPolarizability.exact_lt_hartreeFock
#print axioms HubbardDimerPolarizability.polarizability_comparison
```

```
'HubbardDimerPolarizability.exact_lt_hartreeFock' depends on axioms: [propext, Classical.choice, Quot.sound]
'HubbardDimerPolarizability.polarizability_comparison' depends on axioms: [propext, Classical.choice, Quot.sound]
```
